# Linear mean-field response of an alloy ring to a plane-wave field

In the linearised mean-field equations of a binary alloy on a ring, at fixed chemical potential difference between the species, a plane-wave field measured in units of $k_BT$ produces exactly one concentration profile, the same wave times a real factor. For composition $0<x<1$, inverse temperature $b$ and the Fourier sum $\hat V$ of a real, even pair interaction, the factor at wave number $k$ is $x(1-x)/(1+x(1-x)b\hat V(k))$. Both statements assume that this denominator vanishes at no wave number.

In Lean 4 with Mathlib:

```lean
import Mathlib

open scoped ComplexConjugate

namespace ConcentrationWaveResponse

noncomputable section

variable {N : ℕ} [NeZero N]

/-- The plane wave with wave number `k` on the ring of `N` sites. -/
def wave (k i : ZMod N) : ℂ := ZMod.stdAddChar (k * i)

/-- The cosine Fourier sum of the pair interaction `V` at wave number `q`. -/
def Vhat (V : ZMod N → ℝ) (q : ZMod N) : ℝ := ∑ r, V r * (wave q r).re

/-- The left side of the linearised mean-field equations at site `i`, for composition `x`
different from 0 and 1, inverse temperature `b` and concentration profile `u`. -/
def meanField (V : ZMod N → ℝ) (x b : ℝ) (u : ZMod N → ℂ) (i : ZMod N) : ℂ :=
  u i / ((x * (1 - x) : ℝ) : ℂ) + (b : ℂ) * ∑ j, (V (i - j) : ℂ) * u j

/-- The stiffness against a concentration wave `q`, for `x` different from 0 and 1. -/
def stiffness (V : ZMod N → ℝ) (x b : ℝ) (q : ZMod N) : ℝ :=
  1 / (x * (1 - x)) + b * Vhat V q

/-- The mean-field susceptibility at wave number `q`, where
`1 + x (1 - x) b Vhat(q)` is nonzero. -/
def chi (V : ZMod N → ℝ) (x b : ℝ) (q : ZMod N) : ℝ :=
  x * (1 - x) / (1 + x * (1 - x) * b * Vhat V q)

/-- The plane wave is `exp (2 π I k i / N)`, where `I` is the imaginary unit and `k` and `i` are
represented by integers from 0 to `N - 1`. -/
theorem wave_eq_exp (k i : ZMod N) :
    wave k i = Complex.exp (2 * Real.pi * Complex.I * ((k.val : ℂ) * (i.val : ℂ)) / N) := by
  have e : (((k.val : ℤ) * (i.val : ℤ) : ℤ) : ZMod N) = k * i := by simp
  rw [wave, ← e, ZMod.stdAddChar_coe, Int.cast_mul, Int.cast_natCast, Int.cast_natCast]

lemma wave_add (k i j : ZMod N) : wave k (i + j) = wave k i * wave k j := by
  rw [wave, mul_add, AddChar.map_add_eq_mul]
  rfl

lemma wave_neg (k i : ZMod N) : wave k (-i) = conj (wave k i) := by
  rw [wave, mul_neg, AddChar.map_neg_eq_conj]
  rfl

lemma sum_wave (i : ZMod N) : ∑ p, wave p i = if i = 0 then (N : ℂ) else 0 := by
  have h := AddChar.sum_mulShift i (ZMod.isPrimitive_stdAddChar N)
  simpa [wave, ZMod.card] using h

/-- For an even interaction the complex Fourier sum equals the real cosine sum. -/
theorem fourier_sum_eq {V : ZMod N → ℝ} (hV : ∀ r, V (-r) = V r) (q : ZMod N) :
    ∑ r, (V r : ℂ) * wave q r = (Vhat V q : ℂ) := by
  -- reversing the ring conjugates the wave
  have h : ∑ r, (V r : ℂ) * wave q r = ∑ r, (V r : ℂ) * conj (wave q r) := by
    refine (Equiv.sum_comp (Equiv.neg (ZMod N)) (fun r => (V r : ℂ) * wave q r)).symm.trans ?_
    refine Finset.sum_congr rfl fun r _ => ?_
    rw [Equiv.neg_apply, hV, wave_neg]
  have h2 : ∑ r, (V r : ℂ) * wave q r + ∑ r, (V r : ℂ) * conj (wave q r)
      = 2 * (Vhat V q : ℂ) := by
    rw [← Finset.sum_add_distrib, Vhat, Complex.ofReal_sum, Finset.mul_sum]
    refine Finset.sum_congr rfl fun r _ => ?_
    have h3 := Complex.add_conj (wave q r)
    push_cast at h3 ⊢
    linear_combination (V r : ℂ) * h3
  linear_combination (h2 + h) / 2

lemma convolution_wave {V : ZMod N → ℝ} (hV : ∀ r, V (-r) = V r) (k i : ZMod N) :
    ∑ j, (V (i - j) : ℂ) * wave k j = (Vhat V k : ℂ) * wave k i := by
  rw [← fourier_sum_eq hV, Finset.sum_mul]
  refine (Equiv.sum_comp (Equiv.addLeft i)
    (fun j => (V (i - j) : ℂ) * wave k j)).symm.trans ?_
  refine Finset.sum_congr rfl fun r _ => ?_
  have e : i - (i + r) = -r := by abel
  rw [Equiv.coe_addLeft, e, hV, wave_add]
  ring

/-- For an even interaction, the mean-field operator multiplies a plane wave of any amplitude by its
stiffness. -/
theorem meanField_wave {V : ZMod N → ℝ} (hV : ∀ r, V (-r) = V r) (x b : ℝ) (a : ℂ)
    (k i : ZMod N) :
    meanField V x b (fun j => a * wave k j) i = (stiffness V x b k : ℂ) * (a * wave k i) := by
  have h : ∑ j, (V (i - j) : ℂ) * (a * wave k j) = a * ((Vhat V k : ℂ) * wave k i) := by
    rw [← convolution_wave hV, Finset.mul_sum]
    exact Finset.sum_congr rfl fun j _ => by ring
  rw [meanField, h, stiffness]
  push_cast
  ring

/-- For an even interaction, the sum over sites of the plane wave `p` times the mean-field left side
is the stiffness at `p` times the same sum for the profile. -/
theorem project_meanField {V : ZMod N → ℝ} (hV : ∀ r, V (-r) = V r) (x b : ℝ)
    (u : ZMod N → ℂ) (p : ZMod N) :
    ∑ i, wave p i * meanField V x b u i = (stiffness V x b p : ℂ) * ∑ i, wave p i * u i := by
  -- evenness moves the interaction from the profile to the wave
  have h1 : ∑ i, wave p i * ∑ j, (V (i - j) : ℂ) * u j
      = ∑ j, (∑ i, (V (j - i) : ℂ) * wave p i) * u j := by
    simp only [Finset.mul_sum, Finset.sum_mul]
    rw [Finset.sum_comm]
    refine Finset.sum_congr rfl fun j _ => Finset.sum_congr rfl fun i _ => ?_
    have e : V (j - i) = V (i - j) := by rw [← hV (i - j), neg_sub]
    rw [e]
    ring
  have h2 : ∑ i, wave p i * ((b : ℂ) * ∑ j, (V (i - j) : ℂ) * u j)
      = (b : ℂ) * ∑ i, wave p i * ∑ j, (V (i - j) : ℂ) * u j := by
    rw [Finset.mul_sum]
    exact Finset.sum_congr rfl fun i _ => by ring
  simp only [meanField, mul_add, Finset.sum_add_distrib]
  rw [h2, h1]
  simp only [convolution_wave hV]
  rw [Finset.mul_sum, Finset.mul_sum, ← Finset.sum_add_distrib]
  refine Finset.sum_congr rfl fun i _ => ?_
  rw [stiffness]
  push_cast
  ring

lemma eq_of_amplitudes {u v : ZMod N → ℂ}
    (h : ∀ p, ∑ i, wave p i * u i = ∑ i, wave p i * v i) : u = v := by
  -- Fourier inversion on the ring
  have key : ∀ (w : ZMod N → ℂ) (j : ZMod N),
      ∑ p, wave p (-j) * ∑ i, wave p i * w i = (N : ℂ) * w j := by
    intro w j
    calc _ = ∑ i, (∑ p, wave p (i - j)) * w i := by
          simp only [Finset.mul_sum, Finset.sum_mul]
          rw [Finset.sum_comm]
          refine Finset.sum_congr rfl fun i _ => Finset.sum_congr rfl fun p _ => ?_
          rw [sub_eq_add_neg, wave_add]
          ring
      _ = (N : ℂ) * w j := by simp [sum_wave, sub_eq_zero]
  funext j
  have e : (N : ℂ) * u j = (N : ℂ) * v j := by
    rw [← key u j, ← key v j]
    simp only [h]
  exact mul_left_cancel₀ (Nat.cast_ne_zero.mpr (NeZero.ne N)) e

lemma stiffness_mul_chi {V : ZMod N → ℝ} {x b : ℝ} (hx0 : 0 < x) (hx1 : x < 1) {q : ZMod N}
    (hq : 1 + x * (1 - x) * b * Vhat V q ≠ 0) :
    (stiffness V x b q : ℂ) * (chi V x b q : ℂ) = 1 := by
  have hc : x * (1 - x) ≠ 0 := (mul_pos hx0 (sub_pos.mpr hx1)).ne'
  have h : stiffness V x b q * chi V x b q = 1 := by
    rw [stiffness, chi, ← mul_div_assoc, div_eq_one_iff_eq hq, add_mul, one_div,
      inv_mul_cancel₀ hc]
    ring
  exact_mod_cast h

/-- If no denominator `1 + x (1 - x) b Vhat(q)` vanishes, two profiles with the same
mean-field left side are equal. -/
theorem meanField_injective {V : ZMod N → ℝ} (hV : ∀ r, V (-r) = V r) {x b : ℝ}
    (hx0 : 0 < x) (hx1 : x < 1) (hs : ∀ q, 1 + x * (1 - x) * b * Vhat V q ≠ 0) :
    Function.Injective (meanField V x b) := by
  intro u v huv
  refine eq_of_amplitudes fun p => ?_
  refine mul_left_cancel₀ (left_ne_zero_of_mul_eq_one (stiffness_mul_chi hx0 hx1 (hs p))) ?_
  rw [← project_meanField hV, ← project_meanField hV, huv]

/-- For an even interaction, if no denominator `1 + x (1 - x) b Vhat(q)` vanishes, the linearised
mean-field equations driven by a plane wave hold exactly when the profile is the susceptibility at
that wave number times the same wave. -/
theorem plane_wave_response {V : ZMod N → ℝ} (hV : ∀ r, V (-r) = V r) {x b : ℝ}
    (hx0 : 0 < x) (hx1 : x < 1) (hs : ∀ q, 1 + x * (1 - x) * b * Vhat V q ≠ 0)
    (k : ZMod N) (u : ZMod N → ℂ) :
    (∀ i, meanField V x b u i = wave k i) ↔ ∀ i, u i = (chi V x b k : ℂ) * wave k i := by
  have hsol : meanField V x b (fun i => (chi V x b k : ℂ) * wave k i) = wave k := by
    funext i
    rw [meanField_wave hV, ← mul_assoc, stiffness_mul_chi hx0 hx1 (hs k), one_mul]
  constructor
  · intro h
    exact congrFun (meanField_injective hV hx0 hx1 hs ((funext h).trans hsol.symm))
  · intro h
    rw [funext h]
    exact congrFun hsol

/-- For an even interaction, if no denominator `1 + x (1 - x) b Vhat(q)` vanishes, the response to a
unit field on site 0 alone is the inverse Fourier sum of the susceptibility. -/
theorem point_field_response {V : ZMod N → ℝ} (hV : ∀ r, V (-r) = V r) {x b : ℝ}
    (hx0 : 0 < x) (hx1 : x < 1) (hs : ∀ q, 1 + x * (1 - x) * b * Vhat V q ≠ 0)
    (u : ZMod N → ℂ) :
    (∀ i, meanField V x b u i = if i = 0 then 1 else 0) ↔
      ∀ i, u i = (1 / (N : ℂ)) * ∑ k, (chi V x b k : ℂ) * wave k i := by
  have hN : (N : ℂ) ≠ 0 := Nat.cast_ne_zero.mpr (NeZero.ne N)
  have hsol : ∀ i, meanField V x b
      (fun i => (1 / (N : ℂ)) * ∑ k, (chi V x b k : ℂ) * wave k i) i
      = if i = 0 then 1 else 0 := by
    intro i
    -- superpose the responses to the single waves
    have hsum : meanField V x b
        (fun i => (1 / (N : ℂ)) * ∑ k, (chi V x b k : ℂ) * wave k i) i
        = (1 / (N : ℂ)) * ∑ k, meanField V x b (fun j => (chi V x b k : ℂ) * wave k j) i := by
      simp only [meanField, Finset.sum_add_distrib, mul_add]
      congr 1
      · rw [← Finset.sum_div, mul_div_assoc]
      · simp only [Finset.mul_sum]
        rw [Finset.sum_comm]
        exact Finset.sum_congr rfl fun k _ => Finset.sum_congr rfl fun j _ => by ring
    have hk : ∀ k, meanField V x b (fun j => (chi V x b k : ℂ) * wave k j) i = wave k i :=
      fun k => (plane_wave_response hV hx0 hx1 hs k _).mpr (fun _ => rfl) i
    rw [hsum, Finset.sum_congr rfl fun k _ => hk k, sum_wave]
    split_ifs
    · exact one_div_mul_cancel hN
    · exact mul_zero _
  constructor
  · intro h
    exact congrFun (meanField_injective hV hx0 hx1 hs (funext fun i => (h i).trans (hsol i).symm))
  · intro h
    rw [funext h]
    exact hsol

/-- For an even interaction, if `1 + x (1 - x) b Vhat(k)` vanishes, a concentration wave `k` of any
amplitude solves the mean-field equations without a field. -/
theorem free_wave_at_instability {V : ZMod N → ℝ} (hV : ∀ r, V (-r) = V r) {x b : ℝ}
    (hx0 : 0 < x) (hx1 : x < 1) {k : ZMod N} (hk : 1 + x * (1 - x) * b * Vhat V k = 0)
    (a : ℂ) (i : ZMod N) : meanField V x b (fun j => a * wave k j) i = 0 := by
  have hc : x * (1 - x) ≠ 0 := (mul_pos hx0 (sub_pos.mpr hx1)).ne'
  have h : stiffness V x b k = 0 := by
    refine mul_left_cancel₀ hc ?_
    rw [stiffness, mul_add, mul_one_div_cancel hc, mul_zero]
    linear_combination hk
  rw [meanField_wave hV, h, Complex.ofReal_zero, zero_mul]

end

end ConcentrationWaveResponse
```

```lean
#print axioms ConcentrationWaveResponse.wave_eq_exp
#print axioms ConcentrationWaveResponse.plane_wave_response
#print axioms ConcentrationWaveResponse.point_field_response
#print axioms ConcentrationWaveResponse.free_wave_at_instability
```

```
'ConcentrationWaveResponse.wave_eq_exp' depends on axioms: [propext, Classical.choice, Quot.sound]
'ConcentrationWaveResponse.plane_wave_response' depends on axioms: [propext, Classical.choice, Quot.sound]
'ConcentrationWaveResponse.point_field_response' depends on axioms: [propext, Classical.choice, Quot.sound]
'ConcentrationWaveResponse.free_wave_at_instability' depends on axioms: [propext, Classical.choice, Quot.sound]
```

## The equations and their solution

Sites and wave numbers are elements of `ZMod N`, with $N\ge1$. Write $\mathrm i$ for the imaginary unit and $i$ for a site. The plane wave `wave k i` is

$$\omega_k(i)=e^{2\pi\mathrm i\,ki/N},$$

as `wave_eq_exp` confirms. `Vhat` is the cosine sum $\hat V(q)=\sum_r V(r)\cos(2\pi qr/N)$, and `meanField` is the operator

$$(Lu)_i=\frac{u_i}{x(1-x)}+b\sum_j V(i-j)\,u_j .$$

The theorem `plane_wave_response` says that $(Lu)_i=\omega_k(i)$ at every site if and only if $u_i=\chi(k)\,\omega_k(i)$ at every site, where $\chi$ (`chi`) is the factor above. The "if" gives existence and the "only if" uniqueness. The hypothesis `hV` is evenness, and `hs` says that all denominators are nonzero; $b$ may be any real number.

## Concentration waves in a disordered alloy

Let $x+u_i$, with $u_i$ real and small, be the mean occupation of site $i$ by one species, and let $V(0)=0$, since a site forms no pair with itself. Complex waves are a convenience: the coefficients are real, so the real part of a solution is the response to the real part of the field. With interaction energy $\tfrac12\sum_{i,j}V(i-j)c_ic_j$ for occupations $c_i$, and ideal mixing entropy, minimising the mean-field free energy at fixed chemical potential difference between the species and linearising in $u$ gives these equations. If the composition is held fixed instead, the $k=0$ part of the response is absent. The term $u_i/(x(1-x))$ comes from the entropy, and the right side is the site field in units of $k_BT$, positive where it favours this species. The file starts from the linearised equations.

Physically $b>0$, and positive denominators at all $q$ mean that the uniform alloy is stable against every small concentration wave. The algebra needs only nonzero denominators, so it also covers unstable uniform states. Within this linear mean-field model on a finite one-dimensional ring, $\chi(q)$ has the form used to relate short-range-order diffuse scattering to pair interactions; the link between response and scattering is a separate step.

## Existence from one wave, uniqueness from all

Substitute $j=i+r$ and use evenness:

$$\sum_j V(i-j)\,\omega_k(j)=\omega_k(i)\sum_r V(r)\,\omega_k(r)=\hat V(k)\,\omega_k(i).$$

The last sum is real because $r\to-r$ turns it into its complex conjugate. These are `convolution_wave` and `fourier_sum_eq`, where `Equiv.sum_comp` makes the substitutions. Hence, for any amplitude $a$ (`meanField_wave`),

$$L(a\,\omega_k)=S(k)\,a\,\omega_k,\qquad S(k)=\frac1{x(1-x)}+b\hat V(k)=\frac{1+x(1-x)b\hat V(k)}{x(1-x)} .$$

So $S(k)\chi(k)=1$ (`stiffness_mul_chi`), and $\chi(k)\,\omega_k$ is a solution.

For uniqueness, multiply by $\omega_p(i)$ and sum over the sites. For a profile $u$, call $\sum_i\omega_p(i)u_i$ its amplitude at $p$; as there is no complex conjugate, it measures the component along $\omega_{-p}$. Exchanging the sums (`Finset.sum_comm`) and using $V(i-j)=V(j-i)$ gives `project_meanField`:

$$\sum_i\omega_p(i)(Lu)_i=S(p)\sum_i\omega_p(i)\,u_i .$$

If $Lu=Lv$, dividing by $S(p)\neq0$ shows that $u$ and $v$ have equal amplitudes for every $p$. The amplitudes fix the profile, since for any profile $w$

$$\sum_p\omega_p(-j)\sum_i\omega_p(i)\,w_i=\sum_i w_i\sum_p\omega_p(i-j)=N\,w_j .$$

The inner sum over $p$ is geometric: it equals $N$ for $i=j$ and $0$ otherwise (`sum_wave`). This is `eq_of_amplitudes`, so $L$ is injective (`meanField_injective`), and any solution equals the one already found.

## A field on one site, and the loss of uniqueness

A unit field on site $0$ is $\frac1N\sum_k\omega_k(i)$. Adding the single-wave responses gives `point_field_response`:

$$u_i=\frac1N\sum_k\chi(k)\,\omega_k(i),$$

again as the only solution.

If the denominator vanishes at some $k$, then $S(k)=0$ and $L(a\,\omega_k)=0$ for every $a$ (`free_wave_at_instability`). Such a wave can be added to any solution, so a field that has a solution has more than one. Some fields then have none: for the unit field on site $0$, `project_meanField` at $p=k$ would give $1=0$.

## The same step with a fast Fourier transform

In code, the response to an arbitrary field on the ring takes one forward transform, a multiplication by $\chi(q)$ and one inverse transform, with no linear system to solve. $\hat V$ is the unnormalised transform of the array $V(0),\dots,V(N-1)$, with $V(N-r)=V(r)$. For $b>0$ it is useful to print the smallest denominator together with its wave number: if it is positive, the uniform alloy is stable against small concentration waves in this model, though it may be only metastable, and if it is also close to zero, a mean-field instability at that wave number is near.
